# Poissonian Franck-Condon weights sum to one, with mean and variance equal to the Huang-Rhys factor

In a vibronic progression with Huang-Rhys factor S, the line with n vibrational quanta is given the weight exp(−S) Sⁿ/n!. `fcWeight_moments` states that these weights sum to 1, that the mean of n is S, and that the variance of n is also S, each as a convergent series over all n. The Poisson form is taken as the definition, not derived from oscillator overlaps, and the statement holds for every real S, though the weights are all non-negative only when S ≥ 0. The proof gets the normalisation from the exponential series, the first and second moments from an index shift and the recursion (n + 1) p(n + 1) = S p(n), and the variance by combining the three sums.

The first attempt, which Lean rejects:

```lean
import Mathlib

open Finset

namespace FranckCondonHuangRhys

noncomputable section

/-- Franck-Condon weight of the line with `n` vibrational quanta at Huang-Rhys factor `S`. -/
def fcWeight (S : ℝ) (n : ℕ) : ℝ := Real.exp (-S) * S ^ n / (n.factorial : ℝ)

/-- Successive weights obey `(n + 1) p (n + 1) = S p n`. -/
theorem fcWeight_succ (S : ℝ) (n : ℕ) :
    ((n : ℝ) + 1) * fcWeight S (n + 1) = S * fcWeight S n := by
  have hf : (n.factorial : ℝ) ≠ 0 := by positivity
  have hn : (n : ℝ) + 1 ≠ 0 := by positivity
  unfold fcWeight
  rw [Nat.factorial_succ]
  push_cast
  field_simp
  ring

/-- A convergent sum may be rewritten term by term and in its value. -/
lemma hasSum_of_eq {f g : ℕ → ℝ} {a b : ℝ} (h : HasSum f a)
    (hf : ∀ n, g n = f n) (hab : b = a) : HasSum g b := by
  have hfg : g = f := funext hf
  rw [hfg, hab]
  exact h

/-- The exponential series sums to `exp S`. -/
lemma hasSum_exp_series (S : ℝ) :
    HasSum (fun n : ℕ => S ^ n / (n.factorial : ℝ)) (Real.exp S) := by
  rw [Real.exp_eq_exp_ℝ, NormedSpace.exp_eq_tsum_div]
  exact (Real.summable_pow_div_factorial S).hasSum

/-- The weights sum to one, their mean quantum number is `S`, and their variance is `S`. -/
theorem fcWeight_moments (S : ℝ) :
    HasSum (fcWeight S) 1 ∧
    HasSum (fun n : ℕ => (n : ℝ) * fcWeight S n) S ∧
    HasSum (fun n : ℕ => ((n : ℝ) - S) ^ 2 * fcWeight S n) S := by
  have h0 : HasSum (fcWeight S) 1 := by
    convert (hasSum_exp_series S).mul_left (Real.exp (-S)) using 1
    · funext n
      unfold fcWeight
      ring
    · rw [← Real.exp_add, neg_add_cancel, Real.exp_zero]
  -- shift the index by one and use the recursion
  have h1 : HasSum (fun n : ℕ => (n : ℝ) * fcWeight S n) S := by
    have hs : HasSum (fun n : ℕ => ((n + 1 : ℕ) : ℝ) * fcWeight S (n + 1)) S := by
      convert h0.mul_left S using 1
      · funext n
        push_cast
        exact fcWeight_succ S n
      · ring
    have h := (hasSum_nat_add_iff (f := fun n : ℕ => (n : ℝ) * fcWeight S n) 1).mp hs
    simpa using h
  -- the same shift gives the second moment
  have h2 : HasSum (fun n : ℕ => (n : ℝ) ^ 2 * fcWeight S n) (S * (S + 1)) := by
    have hs : HasSum (fun n : ℕ => ((n + 1 : ℕ) : ℝ) ^ 2 * fcWeight S (n + 1))
        (S * (S + 1)) := by
      convert (h1.add h0).mul_left S using 1
      funext n
      push_cast
      linear_combination ((n : ℝ) + 1) * fcWeight_succ S n
    have h := (hasSum_nat_add_iff (f := fun n : ℕ => (n : ℝ) ^ 2 * fcWeight S n) 1).mp hs
    simpa using h
  refine ⟨h0, h1, ?_⟩
  convert (h2.sub (h1.mul_left (2 * S))).add (h0.mul_left (S ^ 2)) using 1
  · funext n
    ring
  · ring

end

end FranckCondonHuangRhys
```

The error:

```
Main.lean:43:6: error: Tactic `apply` failed: could not unify the conclusion of `@funext`
  ?f = ?g
with the goal
  Real.instAddCommMonoid =
    CommRing.toNonUnitalCommRing.toNonUnitalNonAssocCommRing.toNonUnitalNonAssocSemiring.toAddCommMonoid

Note: The full type of `@funext` is
  ∀ {α : Sort ?u.41} {β : α → Sort ?u.40} {f g : (x : α) → β x}, (∀ (x : α), f x = g x) → f = g

case e'_3
S : ℝ
⊢ Real.instAddCommMonoid =
    CommRing.toNonUnitalCommRing.toNonUnitalNonAssocCommRing.toNonUnitalNonAssocSemiring.toAddCommMonoid
Main.lean:46:10: error: Tactic `rewrite` failed: Did not find an occurrence of the pattern
  Real.exp ?x * Real.exp ?y
in the target expression
  fcWeight S = fun i => Real.exp (-S) * (S ^ i / ↑i.factorial)

case e'_5
S : ℝ
⊢ fcWeight S = fun i => Real.exp (-S) * (S ^ i / ↑i.factorial)
Main.lean:41:37: error: unsolved goals
case e'_6
S : ℝ
⊢ 1 = Real.exp (-S) * Real.exp S
Main.lean:51:8: error: Tactic `apply` failed: could not unify the conclusion of `@funext`
  ?f = ?g
with the goal
  Real.instAddCommMonoid =
    CommRing.toNonUnitalCommRing.toNonUnitalNonAssocCommRing.toNonUnitalNonAssocSemiring.toAddCommMonoid

Note: The full type of `@funext` is
  ∀ {α : Sort ?u.74} {β : α → Sort ?u.73} {f g : (x : α) → β x}, (∀ (x : α), f x = g x) → f = g

case e'_3
S : ℝ
h0 : HasSum (fcWeight S) 1
⊢ Real.instAddCommMonoid =
    CommRing.toNonUnitalCommRing.toNonUnitalNonAssocCommRing.toNonUnitalNonAssocSemiring.toAddCommMonoid
Try this:
  [apply] ring_nf
  
  The `ring` tactic failed to close the goal. Use `ring_nf` to obtain a normal form.
    
  Note that `ring` works primarily in *commutative* rings. If you have a noncommutative ring, abelian group or module, consider using `noncomm_ring`, `abel` or `module` instead.
Main.lean:54:6: error: unsolved goals
case e'_5
S : ℝ
h0 : HasSum (fcWeight S) 1
⊢ (fun n => ↑(1 + n) * fcWeight S (1 + n)) = fun i => S * fcWeight S i
Main.lean:49:80: error: unsolved goals
case e'_6
S : ℝ
h0 : HasSum (fcWeight S) 1
⊢ S = S * 1
Main.lean:62:6: error: Tactic `apply` failed: could not unify the conclusion of `@funext`
  ?f = ?g
with the goal
  Real.instAddCommMonoid =
    CommRing.toNonUnitalCommRing.toNonUnitalNonAssocCommRing.toNonUnitalNonAssocSemiring.toAddCommMonoid

Note: The full type of `@funext` is
  ∀ {α : Sort ?u.149} {β : α → Sort ?u.148} {f g : (x : α) → β x}, (∀ (x : α), f x = g x) → f = g

case e'_3
S : ℝ
h0 : HasSum (fcWeight S) 1
h1 : HasSum (fun n => ↑n * fcWeight S n) S
⊢ Real.instAddCommMonoid =
    CommRing.toNonUnitalCommRing.toNonUnitalNonAssocCommRing.toNonUnitalNonAssocSemiring.toAddCommMonoid
Main.lean:69:4: error: Tactic `apply` failed: could not unify the conclusion of `@funext`
  ?f = ?g
with the goal
  Real.instAddCommMonoid = Real.instAddCommGroup.toAddCommMonoid

Note: The full type of `@funext` is
  ∀ {α : Sort ?u.187} {β : α → Sort ?u.186} {f g : (x : α) → β x}, (∀ (x : α), f x = g x) → f = g

case e'_3
S : ℝ
h0 : HasSum (fcWeight S) 1
h1 : HasSum (fun n => ↑n * fcWeight S n) S
h2 : HasSum (fun n => ↑n ^ 2 * fcWeight S n) (S * (S + 1))
⊢ Real.instAddCommMonoid = Real.instAddCommGroup.toAddCommMonoid
Try this:
  [apply] ring_nf
  
  The `ring` tactic failed to close the goal. Use `ring_nf` to obtain a normal form.
    
  Note that `ring` works primarily in *commutative* rings. If you have a noncommutative ring, abelian group or module, consider using `noncomm_ring`, `abel` or `module` instead.
Main.lean:71:2: error: unsolved goals
case e'_5
S : ℝ
h0 : HasSum (fcWeight S) 1
h1 : HasSum (fun n => ↑n * fcWeight S n) S
h2 : HasSum (fun n => ↑n ^ 2 * fcWeight S n) (S * (S + 1))
⊢ (fun n => -(↑n * S * fcWeight S n * 2) + ↑n ^ 2 * fcWeight S n + S ^ 2 * fcWeight S n) = fun b =>
    -(S * ↑b * fcWeight S b * 2) + S ^ 2 * fcWeight S b + ↑b ^ 2 * fcWeight S b
Main.lean:40:64: error: unsolved goals
case e'_6
S : ℝ
h0 : HasSum (fcWeight S) 1
h1 : HasSum (fun n => ↑n * fcWeight S n) S
h2 : HasSum (fun n => ↑n ^ 2 * fcWeight S n) (S * (S + 1))
⊢ S = S * (S + 1) - 2 * S * S + S ^ 2 * 1
```

Cause. Each `convert ... using 1` leaves a goal the proof did not expect: an equality between two `AddCommMonoid` structures on ℝ, reached by different instance paths. It comes first, so `funext n` meets an equality of structures instead of functions and fails.

Where there are two bullets, the second then receives the equality of functions, intended for the first. There the `rw` finds no product of exponentials, and `ring` can't prove the functions equal. The equality of the sums' values, such as `S = S * 1`, is left without a bullet, hence the "unsolved goals" errors at the enclosing `by`.

The repair replaces all four uses of `convert` with `hasSum_of_eq`, a lemma already in the file. Passing `h` to it lets Lean accept the two structures as equal by definition, so no instance goal appears. What remains is the termwise equality and the equality of values, in the order the bullets expect. The lemma already asks for equality at each `n`, so `funext` goes. For the second moment the two values are identical, and `rfl` suffices.

After these edits no error is left:

```diff
@@ -40,7 +40,7 @@
     HasSum (fun n : ℕ => ((n : ℝ) - S) ^ 2 * fcWeight S n) S := by
   have h0 : HasSum (fcWeight S) 1 := by
-    convert (hasSum_exp_series S).mul_left (Real.exp (-S)) using 1
-    · funext n
-      unfold fcWeight
+    have h := (hasSum_exp_series S).mul_left (Real.exp (-S))
+    refine hasSum_of_eq h (fun n => ?_) ?_
+    · unfold fcWeight
       ring
     · rw [← Real.exp_add, neg_add_cancel, Real.exp_zero]
@@ -48,7 +48,7 @@
   have h1 : HasSum (fun n : ℕ => (n : ℝ) * fcWeight S n) S := by
     have hs : HasSum (fun n : ℕ => ((n + 1 : ℕ) : ℝ) * fcWeight S (n + 1)) S := by
-      convert h0.mul_left S using 1
-      · funext n
-        push_cast
+      have h := h0.mul_left S
+      refine hasSum_of_eq h (fun n => ?_) ?_
+      · push_cast
         exact fcWeight_succ S n
       · ring
@@ -59,6 +59,6 @@
     have hs : HasSum (fun n : ℕ => ((n + 1 : ℕ) : ℝ) ^ 2 * fcWeight S (n + 1))
         (S * (S + 1)) := by
-      convert (h1.add h0).mul_left S using 1
-      funext n
+      have h := (h1.add h0).mul_left S
+      refine hasSum_of_eq h (fun n => ?_) rfl
       push_cast
       linear_combination ((n : ℝ) + 1) * fcWeight_succ S n
@@ -66,7 +66,7 @@
     simpa using h
   refine ⟨h0, h1, ?_⟩
-  convert (h2.sub (h1.mul_left (2 * S))).add (h0.mul_left (S ^ 2)) using 1
-  · funext n
-    ring
+  have h := (h2.sub (h1.mul_left (2 * S))).add (h0.mul_left (S ^ 2))
+  refine hasSum_of_eq h (fun n => ?_) ?_
+  · ring
   · ring
 
```
